# The determinant of a real four-vector's Pauli matrix is its Minkowski square

A real four-vector x = (x0, x1, x2, x3) can be written as the 2 × 2 complex matrix X(x) = x0 I + x1 σ1 + x2 σ2 + x3 σ3, where I is the identity and the σ's are the Pauli matrices. The lemma `det_X` states that the determinant of this matrix is x0² − x1² − x2² − x3², the Minkowski square of x with signature (+, −, −, −), regarded as a complex number. It holds for every real four-vector, with no normalisation assumed. The attempt writes out the four entries of the matrix, expands the determinant, and closes the remaining identity with a multiple of the fact that the imaginary unit squares to −1.

Lean 4 with Mathlib refuses this proof:

```lean
import Mathlib

open Matrix
open scoped ComplexOrder

namespace DetX

noncomputable section

/-- The first Pauli matrix. -/
def sigma1 : Matrix (Fin 2) (Fin 2) ℂ := !![0, 1; 1, 0]

/-- The second Pauli matrix. -/
def sigma2 : Matrix (Fin 2) (Fin 2) ℂ := !![0, -Complex.I; Complex.I, 0]

/-- The third Pauli matrix. -/
def sigma3 : Matrix (Fin 2) (Fin 2) ℂ := !![1, 0; 0, -1]

/-- The real-linear map `X(x) = x0 I + x1 σ1 + x2 σ2 + x3 σ3` from four-vectors to matrices. -/
def X : (Fin 4 → ℝ) →ₗ[ℝ] Matrix (Fin 2) (Fin 2) ℂ where
  toFun x := x 0 • (1 : Matrix (Fin 2) (Fin 2) ℂ) + x 1 • sigma1 + x 2 • sigma2 + x 3 • sigma3
  map_add' x y := by
    simp only [Pi.add_apply]
    module
  map_smul' c x := by
    simp only [Pi.smul_apply, smul_eq_mul, RingHom.id_apply]
    module

/-- The matrix `X(x)` written out in its four entries. -/
theorem X_eq (x : Fin 4 → ℝ) :
    X x = !![(x 0 : ℂ) + x 3, x 1 - x 2 * Complex.I; x 1 + x 2 * Complex.I, x 0 - x 3] := by
  ext i j
  fin_cases i <;> fin_cases j <;> simp [X, sigma1, sigma2, sigma3] <;> ring

/-- The determinant of `X(x)` is the Minkowski square of `x`. -/
theorem det_X (x : Fin 4 → ℝ) :
    (X x).det = ((x 0 ^ 2 - x 1 ^ 2 - x 2 ^ 2 - x 3 ^ 2 : ℝ) : ℂ) := by
  rw [X_eq, Matrix.det_fin_two_of]
  push_cast
  linear_combination -(x 2 : ℂ) ^ 2 * Complex.I_sq

end

end DetX
```

The error:

```
Main.lean:40:2: error: ring failed, ring expressions not equal
x : Fin 4 → ℝ
⊢ ↑(x 2) ^ 2 * 2 + ↑(x 2) ^ 2 * Complex.I ^ 2 * 2 = 0
```

The message says that `ring` was left with an equation it could not prove: 2 x2² + 2 x2² i² = 0, where i is `Complex.I`. The equation is true, but only because i² = −1, a fact that `ring` does not use here. `linear_combination` has to bring that fact in through `Complex.I_sq`, with the right coefficient.

Once the determinant is expanded, the left side of the goal minus the right is x2² i² + x2², or x2² (i² + 1). The two sides of `Complex.I_sq` differ by i² + 1, so the coefficient needed is +x2². The attempt gave −x2². Subtracting that multiple doubled the difference instead of cancelling it, which is where the factors of 2 in the message come from.

The repair removes the minus sign. The two expressions then cancel exactly, and `ring` can verify the result without knowing the value of i².

The mended proof, as a diff:

```diff
@@ -38,5 +38,5 @@
   rw [X_eq, Matrix.det_fin_two_of]
   push_cast
-  linear_combination -(x 2 : ℂ) ^ 2 * Complex.I_sq
+  linear_combination (x 2 : ℂ) ^ 2 * Complex.I_sq
 
 end
```
